# The Newton step for the polar decomposition keeps the unitary factor

Let X = U H, where U is unitary and H is positive definite. One Newton step gives

(X + (Xᴴ)⁻¹)/2 = U H₁, with H₁ = (H + H⁻¹)/2.

The new factor H₁ is again positive definite, and its excess over the identity,

H₁ − 1 = (H − 1)² H⁻¹/2,

is positive semidefinite.

If the columns of X are linearly independent orbitals in an orthonormal basis, as many as the basis has functions, their overlap matrix is XᴴX = H². Löwdin orthonormalisation then gives X(XᴴX)^(−1/2) = U. For such a square set, in exact arithmetic, the step leaves the Löwdin orbitals unchanged, while the overlap changes unless it is already the identity.

## The step on a positive definite matrix

The matrices are complex and square, with rows and columns labelled by a finite type `n`.

```lean
import Mathlib

open Matrix
open scoped ComplexOrder

namespace NewtonPolar

variable {n : Type*} [Fintype n] [DecidableEq n]
```

Write N(X) = (X + (Xᴴ)⁻¹)/2, where ᴴ is the conjugate transpose. In Lean this is `newtonStep`.

```lean
/-- The Newton step `(X + (Xᴴ)⁻¹) / 2` for the unitary polar factor, meant for
invertible `X`. -/
noncomputable def newtonStep (X : Matrix n n ℂ) : Matrix n n ℂ :=
  (1 / 2 : ℝ) • (X + (Xᴴ)⁻¹)
```

A positive definite H has nonzero determinant, so H H⁻¹ = H⁻¹ H = 1.

```lean
/-- A positive definite matrix times its inverse is the identity, in either order. -/
theorem posDef_mul_inv {H : Matrix n n ℂ} (hH : H.PosDef) :
    H * H⁻¹ = 1 ∧ H⁻¹ * H = 1 := by
  have hdet : IsUnit H.det := (Matrix.isUnit_iff_isUnit_det H).1 hH.isUnit
  exact ⟨Matrix.mul_nonsing_inv H hdet, Matrix.nonsing_inv_mul H hdet⟩
```

Lean's `PosDef` includes Hermiticity. With Hᴴ = H the step becomes

N(H) = (H + H⁻¹)/2.

```lean
/-- On a positive definite matrix the Newton step is the average of the matrix and
its inverse. -/
theorem newtonStep_posDef {H : Matrix n n ℂ} (hH : H.PosDef) :
    newtonStep H = (1 / 2 : ℝ) • (H + H⁻¹) := by
  rw [newtonStep, hH.isHermitian.eq]
```

## The unitary factor comes out in front

Since UᴴU = 1,

(U H)ᴴ (U H⁻¹) = H UᴴU H⁻¹ = H H⁻¹ = 1.

Hence ((U H)ᴴ)⁻¹ = U H⁻¹, and

N(U H) = (U H + U H⁻¹)/2 = U N(H).

In the proof, `hinv` is the inverse just found, and the final rewrite distributes U over the sum in U N(H), so that the two sides agree.

```lean
/-- The Newton step acts on the positive factor of `U H` and leaves the unitary
factor `U` in place. -/
theorem newtonStep_unitary_mul {U H : Matrix n n ℂ}
    (hU : U ∈ Matrix.unitaryGroup n ℂ) (hH : H.PosDef) :
    newtonStep (U * H) = U * newtonStep H := by
  have hU' : Uᴴ * U = 1 := Matrix.mem_unitaryGroup_iff'.1 hU
  -- the inverse adjoint of `U H` is `U H⁻¹`
  have hinv : ((U * H)ᴴ)⁻¹ = U * H⁻¹ := by
    apply Matrix.inv_eq_right_inv
    calc (U * H)ᴴ * (U * H⁻¹) = H * (Uᴴ * U) * H⁻¹ := by
          rw [Matrix.conjTranspose_mul, hH.isHermitian.eq]
          simp only [mul_assoc]
      _ = 1 := by rw [hU', mul_one, (posDef_mul_inv hH).1]
  rw [newtonStep_posDef hH, newtonStep, hinv, Matrix.mul_smul, Matrix.mul_add]
```

## The excess over the identity

From (H − 1)H⁻¹ = 1 − H⁻¹ it follows that

(H − 1)² H⁻¹ = (H − 1)(1 − H⁻¹) = (H − 1) − (1 − H⁻¹) = H + H⁻¹ − 2.

Half of this is N(H) − 1. For its sign, note that H⁻¹(H − 1) is also 1 − H⁻¹, so

(H − 1)² H⁻¹ = (H − 1) H⁻¹ (H − 1).

For any vector v, put w = (H − 1)v. Since H − 1 is Hermitian, multiplying the right-hand side by vᴴ on the left and v on the right gives wᴴH⁻¹w ≥ 0. The code proves the two forms as `heq` and `hc`, then uses that BᴴAB is positive semidefinite whenever A is.

```lean
/-- The Newton step of a positive definite matrix `H` exceeds the identity by
`(H - 1)² H⁻¹ / 2`, and this excess is positive semidefinite. -/
theorem newtonStep_excess {H : Matrix n n ℂ} (hH : H.PosDef) :
    newtonStep H - 1 = (1 / 2 : ℝ) • ((H - 1) ^ 2 * H⁻¹) ∧
      (newtonStep H - 1).PosSemidef := by
  obtain ⟨h1, h2⟩ := posDef_mul_inv hH
  have e : (H - 1) * H⁻¹ = 1 - H⁻¹ := by rw [sub_mul, h1, one_mul]
  have e' : H⁻¹ * (H - 1) = 1 - H⁻¹ := by rw [mul_sub, h2, mul_one]
  have hsq : (H - 1) ^ 2 * H⁻¹ = H + H⁻¹ - 1 - 1 := by
    rw [pow_two, mul_assoc, e, mul_sub, mul_one, e]
    abel
  have heq : newtonStep H - 1 = (1 / 2 : ℝ) • ((H - 1) ^ 2 * H⁻¹) := by
    rw [newtonStep_posDef hH, hsq]
    module
  refine ⟨heq, ?_⟩
  -- twice the excess has the form `Bᴴ H⁻¹ B` with `B = H - 1`
  have hc : (H - 1) ^ 2 * H⁻¹ = (H - 1)ᴴ * H⁻¹ * (H - 1) := by
    rw [Matrix.conjTranspose_sub, Matrix.conjTranspose_one, hH.isHermitian.eq,
      mul_assoc, e', pow_two, mul_assoc, e]
  rw [heq, hc]
  exact (hH.inv.posSemidef.conjTranspose_mul_mul_same (H - 1)).smul
    (by norm_num : (0 : ℝ) ≤ 1 / 2)
```

H and H⁻¹ are both positive definite, and so is half their sum.

```lean
/-- The Newton step maps positive definite matrices to positive definite matrices. -/
theorem newtonStep_posDef_posDef {H : Matrix n n ℂ} (hH : H.PosDef) :
    (newtonStep H).PosDef := by
  rw [newtonStep_posDef hH]
  exact (hH.add hH.inv).smul (by norm_num : (0 : ℝ) < 1 / 2)
```

The main theorem collects these facts. Its hypotheses say that U belongs to the unitary group (`hU`), that H is positive definite (`hH`) and that X = U H (`hX`). The factorisation is thus given, not constructed. The four parts of the conclusion are the factored step, the positivity of H₁, the formula for the excess and its semidefiniteness.

```lean
/-- For `X = U H` with `U` unitary and `H` positive definite, the Newton step gives
`U H₁` with `H₁ = (H + H⁻¹) / 2` positive definite, and `H₁ - 1 = (H - 1)² H⁻¹ / 2`
is positive semidefinite. -/
theorem newton_keeps_unitary_factor {X U H : Matrix n n ℂ}
    (hU : U ∈ Matrix.unitaryGroup n ℂ) (hH : H.PosDef) (hX : X = U * H) :
    (1 / 2 : ℝ) • (X + (Xᴴ)⁻¹) = U * ((1 / 2 : ℝ) • (H + H⁻¹)) ∧
      ((1 / 2 : ℝ) • (H + H⁻¹)).PosDef ∧
      (1 / 2 : ℝ) • (H + H⁻¹) - 1 = (1 / 2 : ℝ) • ((H - 1) ^ 2 * H⁻¹) ∧
      ((1 / 2 : ℝ) • (H + H⁻¹) - 1).PosSemidef := by
  rw [← newtonStep_posDef hH, hX]
  exact ⟨newtonStep_unitary_mul hU hH, newtonStep_posDef_posDef hH,
    (newtonStep_excess hH).1, (newtonStep_excess hH).2⟩
```

## Repeated steps

Let H₀ = H and Hₖ₊₁ = N(Hₖ). If the k-th iterate from U H is U Hₖ with Hₖ positive definite, the next is N(U Hₖ) = U Hₖ₊₁, and Hₖ₊₁ is positive definite. Induction covers every k; `newtonStep^[k]` denotes k applications of the step.

```lean
/-- For `U` unitary and `H` positive definite, the iterate after any number of Newton steps from `U
H` is `U` times a positive definite matrix, namely the same iterate started from `H`. -/
theorem iterate_keeps_unitary_factor {U H : Matrix n n ℂ}
    (hU : U ∈ Matrix.unitaryGroup n ℂ) (hH : H.PosDef) (k : ℕ) :
    newtonStep^[k] (U * H) = U * newtonStep^[k] H ∧ (newtonStep^[k] H).PosDef := by
  induction k with
  | zero => exact ⟨rfl, hH⟩
  | succ k ih =>
    rw [Function.iterate_succ_apply', Function.iterate_succ_apply', ih.1]
    exact ⟨newtonStep_unitary_mul hU ih.2, newtonStep_posDef_posDef ih.2⟩
```

In the Loewner order, A ≥ B means that A − B is positive semidefinite. Suppose H ≥ 1. Then

(H − 1)/2 − (N(H) − 1) = (1 − H⁻¹)/2,

and the right-hand side is positive semidefinite because

1 − H⁻¹ = H⁻¹(H − 1)H⁻¹ + (1 − H⁻¹)².

Each step therefore leaves at most half of the excess. The identity for 1 − H⁻¹ is `hsum` in the code.

```lean
/-- If `H ≥ 1` in the Loewner order, one Newton step leaves at most half of the
excess `H - 1`. -/
theorem newtonStep_halves_excess {H : Matrix n n ℂ} (hH : H.PosDef)
    (h : (H - 1).PosSemidef) :
    ((1 / 2 : ℝ) • (H - 1) - (newtonStep H - 1)).PosSemidef := by
  have e : (H - 1) * H⁻¹ = 1 - H⁻¹ := by
    rw [sub_mul, (posDef_mul_inv hH).1, one_mul]
  -- `1 - H⁻¹` is a sum of two manifestly positive terms
  have hsum : 1 - H⁻¹ = (H⁻¹)ᴴ * (H - 1) * H⁻¹ + (1 - H⁻¹)ᴴ * (1 - H⁻¹) := by
    rw [Matrix.conjTranspose_sub, Matrix.conjTranspose_one,
      hH.inv.isHermitian.eq, mul_assoc, e]
    noncomm_ring
  have hpos : (1 - H⁻¹).PosSemidef := by
    rw [hsum]
    exact (h.conjTranspose_mul_mul_same H⁻¹).add
      (Matrix.posSemidef_conjTranspose_mul_self (1 - H⁻¹))
  have heq : (1 / 2 : ℝ) • (H - 1) - (newtonStep H - 1)
      = (1 / 2 : ℝ) • (1 - H⁻¹) := by
    rw [newtonStep_posDef hH]
    module
  rw [heq]
  exact hpos.smul (by norm_num : (0 : ℝ) ≤ 1 / 2)
```

The starting H may have eigenvalues below 1, but H₁ ≥ 1 always holds, so the halving applies from the second step on. With Eₖ = Hₖ − 1,

0 ≤ Eₖ₊₁ ≤ 2⁻ᵏ E₁.

The induction adds half of the previous bound to the gain of the new step:

2⁻⁽ᵏ⁺¹⁾E₁ − Eₖ₊₂ = (2⁻ᵏE₁ − Eₖ₊₁)/2 + (Eₖ₊₁/2 − Eₖ₊₂).

Both terms on the right are positive semidefinite. The theorem states this inequality for each k; letting k grow, one reads off that Hₖ tends to 1 and the iterates from U H tend to U. The factor 2⁻ᵏ is only a guarantee, not the actual rate near the limit: the excess formula gives Eₖ₊₁ = Eₖ² Hₖ⁻¹/2, so once Eₖ is small the next excess is about Eₖ²/2, and the convergence is quadratic.

```lean
/-- From any positive definite `H`, the excess over the identity after `k + 1` Newton
steps lies between zero and `2⁻ᵏ` times the excess after the first step. -/
theorem iterate_excess_bound {H : Matrix n n ℂ} (hH : H.PosDef) (k : ℕ) :
    (newtonStep^[k + 1] H - 1).PosSemidef ∧
      ((1 / 2 : ℝ) ^ k • (newtonStep H - 1)
        - (newtonStep^[k + 1] H - 1)).PosSemidef := by
  have hpd (m : ℕ) : (newtonStep^[m] H).PosDef :=
    (iterate_keeps_unitary_factor (one_mem (Matrix.unitaryGroup n ℂ)) hH m).2
  have hex (m : ℕ) : (newtonStep^[m + 1] H - 1).PosSemidef := by
    rw [Function.iterate_succ_apply']
    exact (newtonStep_excess (hpd m)).2
  refine ⟨hex k, ?_⟩
  induction k with
  | zero =>
    have h0 : (1 / 2 : ℝ) ^ 0 • (newtonStep H - 1)
        - (newtonStep^[0 + 1] H - 1) = 0 := by simp
    rw [h0]
    exact Matrix.PosSemidef.zero
  | succ k ih =>
    -- halve the previous bound and add the gain of the new step
    have hstep := newtonStep_halves_excess (hpd (k + 1)) (hex k)
    have hsum := (ih.smul (by norm_num : (0 : ℝ) ≤ 1 / 2)).add hstep
    rw [Function.iterate_succ_apply' newtonStep (k + 1) H]
    convert hsum using 1
    rw [pow_succ]
    module
```

## Where the iteration stands still

If X is invertible and N(X) = X, then

(Xᴴ)⁻¹ = 2N(X) − X = X,

so XᴴX = 1. Conversely, XᴴX = 1 gives (Xᴴ)⁻¹ = X and N(X) = X. The hypothesis `IsUnit X` is needed because Mathlib sets the inverse of a singular matrix to zero, which would make the zero matrix of any nonzero size a further fixed point.

```lean
/-- An invertible matrix is unchanged by the Newton step exactly when it is unitary. -/
theorem newtonStep_fixed_iff {X : Matrix n n ℂ} (hX : IsUnit X) :
    newtonStep X = X ↔ X ∈ Matrix.unitaryGroup n ℂ := by
  rw [Matrix.mem_unitaryGroup_iff', Matrix.star_eq_conjTranspose]
  constructor
  · intro h
    have hXs : IsUnit Xᴴ := hX.star
    have hY : (Xᴴ)⁻¹ = X := by
      calc (Xᴴ)⁻¹ = (2 : ℝ) • newtonStep X - X := by
            rw [newtonStep]
            module
        _ = X := by
            rw [h]
            module
    have hm := Matrix.mul_nonsing_inv Xᴴ ((Matrix.isUnit_iff_isUnit_det _).1 hXs)
    rwa [hY] at hm
  · intro h
    rw [newtonStep, Matrix.inv_eq_right_inv h]
    module

end NewtonPolar
```

```lean
#print axioms NewtonPolar.newton_keeps_unitary_factor
#print axioms NewtonPolar.iterate_excess_bound
#print axioms NewtonPolar.newtonStep_fixed_iff
```

```
'NewtonPolar.newton_keeps_unitary_factor' depends on axioms: [propext, Classical.choice, Quot.sound]
'NewtonPolar.iterate_excess_bound' depends on axioms: [propext, Classical.choice, Quot.sound]
'NewtonPolar.newtonStep_fixed_iff' depends on axioms: [propext, Classical.choice, Quot.sound]
```
